# With a positive definite excited block and nonzero coupling, linearized amplitudes overestimate the magnitude of the correlation energy found by diagonalization in the same space

## Below the ground energy, although the amplitudes look like a trial state

When I drop the quadratic term from the amplitude equation $b+Mt=(b\cdot t)\,t$, the correlation energy $b\cdot t$ comes out too negative in every example I try. Here $b$ couples the reference to the excited states, $M$ is the excited block of the Hamiltonian measured from the reference energy, and $t$ holds the amplitudes. With one excited state, $M=1$ and $b=1$, diagonalization gives about $-0.618$ and the linearized equation gives $-1$.

This puzzles me. The linearized amplitudes define a perfectly good trial state, and a variational energy can't fall below the ground energy. Is the direction of the error a coincidence of my examples?

## The linearized energy lacks the norm of its trial state

It is no coincidence: if $M$ is real symmetric positive definite, $b\neq0$, and $E$ is the lowest eigenvalue of

$$H=\begin{pmatrix}0&b^T\\ b&M\end{pmatrix},$$

then

$$-b^TM^{-1}b<E<0 .$$

The left-hand side is the linearized energy. It doesn't violate the variational principle, because it is the expectation value of $H$ in the unnormalized state $(1,t_0)$, where $t_0$ denotes the linearized amplitudes. In your example $t_0=-1$, the squared norm is $2$, and the normalized energy is $-0.5$, which does lie above $-0.618$.

When the excited space consists of the double excitations, the full equation is configuration interaction with doubles and the linearized one is CEPA(0), so the theorem compares these two methods in the same finite real space, under the assumption that $M$ is positive definite. It doesn't compare either of them with full configuration interaction.

### From the eigenvalue problem to the energy gap

Write an eigenvector as $(c,v)$, with reference coefficient $c$ and excited part $v$. The eigenvalue equation becomes

$$b\cdot v=Ec,\qquad cb+Mv=Ev .$$

**The ground energy is negative.** The linearized equation $b+Mt_0=0$ has the solution $t_0=-M^{-1}b$, with energy $b\cdot t_0=-b^TM^{-1}b$. Since $b\ne0$, also $t_0\ne0$, and $b=-Mt_0$ gives $b\cdot t_0=-t_0\cdot Mt_0<0$. Moreover $H(1,t_0)=(b\cdot t_0,\,0)$, so the Rayleigh principle for the trial vector $(1,t_0)$ reads

$$E\,(1+t_0\cdot t_0)\le b\cdot t_0<0 .$$

Hence $E<0$.

**The ground state solves the full amplitude equation.** If $c$ were zero, then $v\neq0$ and $Mv=Ev$, so $v\cdot Mv=E\,v\cdot v<0$, against positive definiteness. So $c\neq0$, and $t=v/c$ satisfies $b\cdot t=E$ and $b+Mt=Et=(b\cdot t)\,t$.

**The gap has a definite sign.** The two amplitude equations and the symmetry of $M$ give

$$t\cdot Mt=E\,t\cdot t-E,\qquad t\cdot Mt_0=t_0\cdot Mt=-E,\qquad t_0\cdot Mt_0=-b\cdot t_0 .$$

Expanding $(t-t_0)\cdot M(t-t_0)$ with these products yields $E\,t\cdot t+E-b\cdot t_0$, that is,

$$E-b\cdot t_0=-E\,(t\cdot t)+(t-t_0)\cdot M(t-t_0).$$

The last term is nonnegative. The first is strictly positive, because $E<0$ and $b\cdot t=E\ne0$ forces $t\ne0$. Therefore $b\cdot t_0<E$.

**The same argument also brackets the gap.** Keeping the first term of the gap gives $E-b\cdot t_0\ge|E|\,t\cdot t$, and the Rayleigh inequality rearranges to $E-b\cdot t_0\le|E|\,t_0\cdot t_0$. Together,

$$|E|\,(t\cdot t)\;\le\;E-b\cdot t_0\;\le\;|E|\,(t_0\cdot t_0).$$

The overestimate is thus small relative to $|E|$ whenever $t_0\cdot t_0$, the sum of the squares of all linearized amplitudes, is small compared with $1$. It isn't enough that each amplitude is small, because many small amplitudes can add up to a large sum.

### What `linearized_overestimates` says

The index type `n` labels a finite set of excited states, and `Unit ⊕ n` puts the single reference state in front of them. `hamiltonian M b` is $H$, with the reference energy as zero. `energies M b` is the set of real numbers that have a nonzero eigenvector, and `IsLeast (energies M b) E` says that `E` belongs to this set and is a lower bound for it: `E` is the ground energy. The theorem takes such an `E` as given; its existence is the usual spectral theorem for a finite symmetric matrix.

The hypothesis `M.PosDef` includes symmetry. Physically, it says that every normalized superposition of excited states has an energy expectation value above that of the reference, which can fail when the reference is nearly degenerate with other configurations. The hypothesis `b ≠ 0` says that the reference couples to at least one excited state. The conclusion `-(b ⬝ᵥ M⁻¹ *ᵥ b) < E ∧ E < 0` is the displayed double inequality.

Symmetry and invertibility of $M$ alone don't suffice for the lower bound. `indefinite_counterexample` takes one excited state with $M=-3/2$ and $b=1$: the ground energy is $-2$, while the linearized energy is $+2/3$.

```lean
import Mathlib

open Matrix

namespace LinearizedAmplitudeEnergy

variable {n : Type*} [Fintype n]

/-- The Hamiltonian relative to the reference energy: the reference state is coupled by `b`
to the excited states, whose block is `M`. -/
def hamiltonian (M : Matrix n n ℝ) (b : n → ℝ) : Matrix (Unit ⊕ n) (Unit ⊕ n) ℝ :=
  fromBlocks 0 (of fun _ j => b j) (of fun i _ => b i) M

/-- The energies of the Hamiltonian: the real numbers that belong to a nonzero eigenvector. -/
def energies (M : Matrix n n ℝ) (b : n → ℝ) : Set ℝ :=
  {E | ∃ x : Unit ⊕ n → ℝ, x ≠ 0 ∧ hamiltonian M b *ᵥ x = E • x}

/-- Action of the Hamiltonian on a state with reference coefficient `c` and excited part `v`. -/
theorem hamiltonian_mulVec (M : Matrix n n ℝ) (b v : n → ℝ) (c : ℝ) :
    hamiltonian M b *ᵥ Sum.elim (fun _ => c) v =
      Sum.elim (fun _ => b ⬝ᵥ v) (c • b + M *ᵥ v) := by
  ext (i | i) <;> simp [hamiltonian, mulVec, dotProduct, mul_comm]

/-- Secular equations: `E` is an energy exactly when some reference coefficient `c` and excited
part `v`, not both zero, satisfy the two block equations. -/
theorem mem_energies_iff (M : Matrix n n ℝ) (b : n → ℝ) (E : ℝ) :
    E ∈ energies M b ↔ ∃ (c : ℝ) (v : n → ℝ), ¬(c = 0 ∧ v = 0) ∧
      b ⬝ᵥ v = E * c ∧ c • b + M *ᵥ v = E • v := by
  constructor
  · rintro ⟨x, hx, h⟩
    obtain ⟨c, v, rfl⟩ : ∃ (c : ℝ) (v : n → ℝ), x = Sum.elim (fun _ : Unit => c) v :=
      ⟨x (Sum.inl ()), fun i => x (Sum.inr i), by ext (i | i) <;> rfl⟩
    rw [hamiltonian_mulVec] at h
    refine ⟨c, v, ?_, congrFun h (Sum.inl ()), funext fun i => congrFun h (Sum.inr i)⟩
    rintro ⟨rfl, rfl⟩
    exact hx (by ext (i | i) <;> rfl)
  · rintro ⟨c, v, hne, h1, h2⟩
    refine ⟨Sum.elim (fun _ => c) v, fun h => hne
      ⟨congrFun h (Sum.inl ()), funext fun i => congrFun h (Sum.inr i)⟩, ?_⟩
    rw [hamiltonian_mulVec, h1, h2]
    ext (i | i) <;> rfl

/-- If `M` is positive definite, every negative energy is the correlation energy `b·t` of a
solution `t` of the full amplitude equation. -/
theorem exists_amplitude {M : Matrix n n ℝ} {b : n → ℝ} {E : ℝ} (hM : M.PosDef)
    (hE : E ∈ energies M b) (hneg : E < 0) :
    ∃ t : n → ℝ, b + M *ᵥ t = (b ⬝ᵥ t) • t ∧ b ⬝ᵥ t = E := by
  obtain ⟨c, v, hne, h1, h2⟩ := (mem_energies_iff M b E).1 hE
  -- without a reference component, `E` would be an eigenvalue of `M`, hence positive
  have hc : c ≠ 0 := by
    intro hc
    have hv : v ≠ 0 := fun hv => hne ⟨hc, hv⟩
    have hpos := hM.dotProduct_mulVec_pos hv
    rw [hc, zero_smul, zero_add] at h2
    rw [star_trivial, h2, dotProduct_smul, smul_eq_mul] at hpos
    have hvv : 0 ≤ v ⬝ᵥ v := Finset.sum_nonneg fun i _ => mul_self_nonneg (v i)
    linarith [mul_nonneg (neg_nonneg.2 hneg.le) hvv]
  -- intermediate normalization
  have hb : b ⬝ᵥ (c⁻¹ • v) = E := by
    rw [dotProduct_smul, h1, smul_eq_mul]
    field_simp
  refine ⟨c⁻¹ • v, ?_, hb⟩
  have hMv : M *ᵥ v = E • v - c • b := by rw [← h2]; abel
  rw [hb, mulVec_smul, hMv, smul_sub, inv_smul_smul₀ hc]
  module

/-- Exact energy difference between a solution `t` of the full amplitude equation and a
solution `t₀` of the linearized one, for symmetric `M`. -/
theorem energy_gap {M : Matrix n n ℝ} {b t t₀ : n → ℝ} (hM : M.IsSymm)
    (h : b + M *ᵥ t = (b ⬝ᵥ t) • t) (h₀ : b + M *ᵥ t₀ = 0) :
    b ⬝ᵥ t - b ⬝ᵥ t₀ = -(b ⬝ᵥ t) * (t ⬝ᵥ t) + (t - t₀) ⬝ᵥ M *ᵥ (t - t₀) := by
  have h0 : M *ᵥ t₀ = -b := eq_neg_of_add_eq_zero_right h₀
  have ht : M *ᵥ t = (b ⬝ᵥ t) • t - b := by rw [← h]; abel
  have e1 : t ⬝ᵥ M *ᵥ t = (b ⬝ᵥ t) * (t ⬝ᵥ t) - b ⬝ᵥ t := by
    rw [ht, dotProduct_sub, dotProduct_smul, smul_eq_mul, dotProduct_comm t b]
  have e2 : t ⬝ᵥ M *ᵥ t₀ = -(b ⬝ᵥ t) := by rw [h0, dotProduct_neg, dotProduct_comm t b]
  have e3 : t₀ ⬝ᵥ M *ᵥ t₀ = -(b ⬝ᵥ t₀) := by rw [h0, dotProduct_neg, dotProduct_comm t₀ b]
  -- symmetry of `M` moves it onto the linearized amplitudes
  have e4 : t₀ ⬝ᵥ M *ᵥ t = -(b ⬝ᵥ t) := by
    rw [dotProduct_mulVec, ← mulVec_transpose, hM.eq, h0, neg_dotProduct]
  rw [mulVec_sub, dotProduct_sub, sub_dotProduct, sub_dotProduct, e1, e2, e3, e4]
  ring

/-- For positive definite `M`, the linearized energy lies strictly below the energy of every
solution of the full amplitude equation whose energy is negative. -/
theorem linearized_lt {M : Matrix n n ℝ} {b t t₀ : n → ℝ} (hM : M.PosDef)
    (h : b + M *ᵥ t = (b ⬝ᵥ t) • t) (hneg : b ⬝ᵥ t < 0) (h₀ : b + M *ᵥ t₀ = 0) :
    b ⬝ᵥ t₀ < b ⬝ᵥ t := by
  have hS : M.IsSymm := by
    change Mᵀ = M
    rw [← conjTranspose_eq_transpose_of_trivial]
    exact hM.isHermitian.eq
  have hq : 0 ≤ (t - t₀) ⬝ᵥ M *ᵥ (t - t₀) := by
    simpa only [star_trivial] using hM.posSemidef.dotProduct_mulVec_nonneg (t - t₀)
  have ht : t ⬝ᵥ t ≠ 0 := by
    intro h0
    rw [dotProduct_self_eq_zero.1 h0, dotProduct_zero] at hneg
    exact lt_irrefl _ hneg
  have htt : 0 < t ⬝ᵥ t :=
    lt_of_le_of_ne (Finset.sum_nonneg fun i _ => mul_self_nonneg (t i)) ht.symm
  linarith [energy_gap hS h h₀, mul_pos (neg_pos.2 hneg) htt]

/-- Rayleigh principle: if `E` is a lower bound on the eigenvalues of a real symmetric matrix `A`,
then `x·Ax` is at least `E` times the squared norm `x·x`, for every real vector `x`. -/
theorem rayleigh {m : Type*} [Fintype m] [DecidableEq m] {A : Matrix m m ℝ} {E : ℝ}
    (hA : A.IsHermitian) (hE : ∀ (μ : ℝ) (x : m → ℝ), x ≠ 0 → A *ᵥ x = μ • x → E ≤ μ)
    (x : m → ℝ) : E * (x ⬝ᵥ x) ≤ x ⬝ᵥ A *ᵥ x := by
  have hB : (A - E • (1 : Matrix m m ℝ)).IsHermitian := by
    refine hA.sub ?_
    simp [Matrix.IsHermitian]
  -- the shifted matrix has no negative eigenvalue
  have hP : (A - E • (1 : Matrix m m ℝ)).PosSemidef := by
    refine hB.posSemidef_iff_eigenvalues_nonneg.2 fun i => ?_
    change 0 ≤ hB.eigenvalues i
    have h := hB.mulVec_eigenvectorBasis i
    have hv : (hB.eigenvectorBasis i).ofLp ≠ 0 := by
      intro h0
      apply hB.eigenvectorBasis.orthonormal.ne_zero i
      ext k
      exact congrFun h0 k
    simp only [sub_mulVec, smul_mulVec, one_mulVec] at h
    have := hE (hB.eigenvalues i + E) _ hv (by linear_combination (norm := module) h)
    linarith
  have h := hP.dotProduct_mulVec_nonneg x
  simp only [star_trivial, sub_mulVec, smul_mulVec, one_mulVec, dotProduct_sub,
    dotProduct_smul, smul_eq_mul] at h
  linarith

/-- For symmetric `M`, the ground energy times the squared norm `1 + t₀·t₀` of the linearized
wavefunction is at most the linearized energy. -/
theorem ground_le_renormalized [DecidableEq n] {M : Matrix n n ℝ} {b t₀ : n → ℝ} {E : ℝ}
    (hM : M.IsSymm) (hE : IsLeast (energies M b) E) (h₀ : b + M *ᵥ t₀ = 0) :
    E * (1 + t₀ ⬝ᵥ t₀) ≤ b ⬝ᵥ t₀ := by
  have hH : (hamiltonian M b).IsHermitian := by
    apply Matrix.IsHermitian.ext
    rintro (i | i) (j | j)
    · simp [hamiltonian]
    · simp [hamiltonian]
    · simp [hamiltonian]
    · simpa [hamiltonian] using hM.apply i j
  have key : ∀ (c : ℝ) (u : n → ℝ),
      Sum.elim (fun _ : Unit => (1 : ℝ)) t₀ ⬝ᵥ Sum.elim (fun _ => c) u = c + t₀ ⬝ᵥ u := by
    intro c u
    simp [dotProduct]
  -- trial state: reference plus linearized amplitudes
  have h := rayleigh hH (fun μ x hx hμ => hE.2 ⟨x, hx, hμ⟩) (Sum.elim (fun _ => 1) t₀)
  rw [hamiltonian_mulVec, key, key, one_smul, h₀, dotProduct_zero, add_zero] at h
  exact h

/-- For positive definite `M` and nonzero coupling `b`, the ground energy `E` is negative and
the linearized energy `-bᵀM⁻¹b` lies strictly below it: dropping the quadratic term
overestimates the magnitude of the correlation energy. -/
theorem linearized_overestimates [DecidableEq n] {M : Matrix n n ℝ} {b : n → ℝ} {E : ℝ}
    (hM : M.PosDef) (hb : b ≠ 0) (hE : IsLeast (energies M b) E) :
    -(b ⬝ᵥ M⁻¹ *ᵥ b) < E ∧ E < 0 := by
  have hS : M.IsSymm := by
    change Mᵀ = M
    rw [← conjTranspose_eq_transpose_of_trivial]
    exact hM.isHermitian.eq
  obtain ⟨t₀, ht₀⟩ : ∃ t₀, t₀ = -(M⁻¹ *ᵥ b) := ⟨_, rfl⟩
  have h₀ : b + M *ᵥ t₀ = 0 := by
    rw [ht₀, mulVec_neg, mulVec_mulVec, mul_nonsing_inv _ hM.det_pos.ne'.isUnit, one_mulVec,
      add_neg_cancel]
  have hne : t₀ ≠ 0 := by
    intro h
    rw [h, mulVec_zero, add_zero] at h₀
    exact hb h₀
  -- the linearized energy is negative, hence so is the ground energy
  have hlin : b ⬝ᵥ t₀ < 0 := by
    have h := hM.dotProduct_mulVec_pos hne
    rw [star_trivial, eq_neg_of_add_eq_zero_right h₀, dotProduct_neg, dotProduct_comm] at h
    linarith
  have hneg : E < 0 := by
    by_contra hcon
    have htt : 0 ≤ t₀ ⬝ᵥ t₀ := Finset.sum_nonneg fun i _ => mul_self_nonneg (t₀ i)
    have h1 : 0 ≤ E * (1 + t₀ ⬝ᵥ t₀) := mul_nonneg (not_lt.1 hcon) (by linarith)
    linarith [ground_le_renormalized hS hE h₀]
  obtain ⟨t, ht, hbt⟩ := exists_amplitude hM hE.1 hneg
  have h := linearized_lt hM ht (by rw [hbt]; exact hneg) h₀
  rw [hbt, ht₀, dotProduct_neg] at h
  exact ⟨h, hneg⟩

/-- Two-level secular equation for one excited state at energy `m` with nonzero coupling `k`. -/
theorem mem_twoLevel_iff {m k E : ℝ} (hk : k ≠ 0) :
    E ∈ energies !![m] ![k] ↔ E * (E - m) = k ^ 2 := by
  rw [mem_energies_iff]
  constructor
  · rintro ⟨c, v, hne, h1, h2⟩
    have e1 : k * v 0 = E * c := by simpa [dotProduct] using h1
    have e2 : c * k + m * v 0 = E * v 0 := by
      simpa [mulVec, dotProduct] using congrFun h2 0
    have hc : c ≠ 0 := by
      intro hc
      rw [hc, mul_zero] at e1
      have hv : v 0 = 0 := (mul_eq_zero.1 e1).resolve_left hk
      exact hne ⟨hc, funext fun i => by rw [Subsingleton.elim i 0, hv]; rfl⟩
    apply mul_right_cancel₀ hc
    linear_combination (-(E - m)) * e1 - k * e2
  · intro h
    refine ⟨k, ![E], fun h0 => hk h0.1, ?_, ?_⟩
    · simp [dotProduct, mul_comm]
    · ext i
      rw [Subsingleton.elim i 0]
      simp
      linear_combination -h

/-- Positive definiteness cannot be dropped: for an excited state at `-3/2` with unit coupling
the ground energy is `-2`, while the linearized energy is `+2/3`. -/
theorem indefinite_counterexample :
    IsLeast (energies !![(-3 / 2 : ℝ)] ![1]) (-2) ∧
      (![1] : Fin 1 → ℝ) + !![(-3 / 2 : ℝ)] *ᵥ ![2 / 3] = 0 ∧
      (![1] : Fin 1 → ℝ) ⬝ᵥ ![2 / 3] = 2 / 3 := by
  refine ⟨⟨(mem_twoLevel_iff one_ne_zero).2 (by norm_num), fun E hE => ?_⟩, ?_, ?_⟩
  · have h := (mem_twoLevel_iff one_ne_zero).1 hE
    by_contra hcon
    nlinarith [not_le.1 hcon]
  · ext i
    rw [Subsingleton.elim i 0]
    norm_num [mulVec, dotProduct]
  · norm_num [dotProduct]

end LinearizedAmplitudeEnergy
```

```lean
#print axioms LinearizedAmplitudeEnergy.linearized_overestimates
-- 'LinearizedAmplitudeEnergy.linearized_overestimates' depends on axioms: [propext, Classical.choice, Quot.sound]
#print axioms LinearizedAmplitudeEnergy.indefinite_counterexample
-- 'LinearizedAmplitudeEnergy.indefinite_counterexample' depends on axioms: [propext, Classical.choice, Quot.sound]
```

### From secular equations to the strict bound in Lean

`hamiltonian_mulVec` computes the action of $H$ on $(c,v)$, and `mem_energies_iff` turns membership in `energies` into the two secular equations, with $c$ and $v$ not both zero.

`exists_amplitude` carries out the division by $c$. Its step `hc` excludes $c=0$ by positive definiteness, and `hb` shows that the scaled vector `c⁻¹ • v` has energy $E$. What remains is the amplitude equation, which follows from the second secular equation.

`energy_gap` is the gap identity, and it needs only symmetry of $M$. The steps `e1` to `e4` are the four products listed above; `e4` is the one that uses symmetry, to move $M$ onto $t_0$. After expansion, `ring` collects the terms. `linearized_lt` then adds the signs: `hq` is the nonnegative quadratic form and `htt` is $t\cdot t>0$. It assumes only that the solution of the full equation has negative energy. For positive definite $M$ the ground state is the only such solution, but the proof doesn't need this fact.

`rayleigh` proves the variational inequality for any real symmetric matrix $A$ whose eigenvalues are all at least $E$. It shifts to $A-E\,I$, where $I$ is the identity matrix, checks that no eigenvalue of the shifted matrix is negative, and concludes that its quadratic form is nonnegative. `ground_le_renormalized` applies this to $H$ and the trial vector $(1,t_0)$; the excited part of $H(1,t_0)$ vanishes by the linearized equation, which leaves $b\cdot t_0$ on the right.

`linearized_overestimates` assembles these results. It sets $t_0=-M^{-1}b$, verifies the linearized equation in `h₀`, and obtains $b\cdot t_0<0$ in `hlin`. The step `hneg` assumes $E\ge0$ and contradicts the Rayleigh inequality. With $E<0$ established, `exists_amplitude` supplies $t$, and `linearized_lt` gives the strict lower bound.

For the counterexample, `mem_twoLevel_iff` reduces the problem with one excited state at energy $m$ and coupling $k\ne0$ to $E(E-m)=k^2$. In one direction it eliminates the excited component; in the other it exhibits the eigenvector $(k,E)$. For $m=-3/2$ and $k=1$, the number $-2$ satisfies this equation, and `nlinarith` rules out any smaller solution.
